# $2m$ Majorana operators commuting with $H$ on a finite-dimensional space make every level degeneracy a multiple of $2^m$

Take two linear maps $\gamma_0,\gamma_1$ on a finite-dimensional complex space with $\gamma_0^2=\gamma_1^2=1$ and $\gamma_0\gamma_1=-\gamma_1\gamma_0$, for example $\sigma_x$ and $\sigma_y$ on $\mathbb C^2$. Let an operator $H$ commute with both, and let $W$ be one of its eigenspaces. The product $P=i\gamma_0\gamma_1$ squares to 1 and maps $W$ to itself, so $W$ splits into a part with $P=+1$ and a part with $P=-1$. The map $\gamma_0$ keeps the energy, reverses the sign of $P$ and is its own inverse, so the two parts have equal dimension and $\dim W$ is even. Each further pair with the same properties that also anticommutes with all the earlier operators repeats the argument inside the $P=+1$ part and contributes another factor 2.

## Operators and their relations

```lean
import Mathlib

open Module Complex

namespace MajoranaDegeneracy

noncomputable section

variable {V : Type*} [AddCommGroup V] [Module ℂ V]
```

$V$ is a complex vector space: vectors can be added and multiplied by complex numbers. No inner product is declared, so hermiticity can play no part in what follows. `End ℂ V` is the set of linear maps $V\to V$, on which `*` is the operator product and `1` the identity.

```lean
/-- A family of Majorana operators: each squares to one and distinct ones anticommute. -/
structure IsMajorana {ι : Type*} (γ : ι → End ℂ V) : Prop where
  sq : ∀ a, γ a * γ a = 1
  anti : ∀ a b, a ≠ b → γ a * γ b = -(γ b * γ a)
```

A family $\gamma_a$, labelled by an index set `ι`, is called Majorana if $\gamma_a^2=1$ (field `sq`) and $\gamma_a\gamma_b=-\gamma_b\gamma_a$ for $a\ne b$ (field `anti`). Together these read $\{\gamma_a,\gamma_b\}=2\delta_{ab}$, the normalisation obeyed by $c+c^\dagger$ and $i(c^\dagger-c)$ for a fermion mode with annihilation operator $c$.

```lean
/-- The operator `i a b`; for a Majorana pair it is the pair's parity up to a sign convention. -/
def pairParity (a b : End ℂ V) : End ℂ V := I • (a * b)
```

`I` is the imaginary unit and `•` multiplies by a scalar, so `pairParity (γ a) (γ b)` is $P=i\gamma_a\gamma_b$. For $\gamma_a=c+c^\dagger$ and $\gamma_b=i(c^\dagger-c)$ this is $2c^\dagger c-1=-(-1)^{c^\dagger c}$, the fermion parity of the mode up to an overall sign, so $P=+1$ means the mode is occupied. The sign plays no part in the counting.

## A parity and an operator that flips it halve a subspace

```lean
/-- If `P` and `g` square to one, anticommute and preserve a subspace `W`, then `W` has twice
the dimension of its `P = 1` part. -/
theorem finrank_eq_two_mul [FiniteDimensional ℂ V] (P g : End ℂ V) (hP : P * P = 1)
    (hg : g * g = 1) (hPg : P * g = -(g * P)) (W : Submodule ℂ V)
    (hPW : ∀ x ∈ W, P x ∈ W) (hgW : ∀ x ∈ W, g x ∈ W) :
    finrank ℂ W = 2 * finrank ℂ ↥(W ⊓ P.eigenspace 1) := by
  have PP : ∀ x, P (P x) = x := fun x => LinearMap.congr_fun hP x
  have gg : ∀ x, g (g x) = x := fun x => LinearMap.congr_fun hg x
  have Pg : ∀ x, P (g x) = -g (P x) := fun x => LinearMap.congr_fun hPg x
  -- `g` maps each parity sector onto the opposite one
  have key : ∀ s t : ℂ, t = -s →
      finrank ℂ ↥(W ⊓ P.eigenspace t) ≤ finrank ℂ ↥(W ⊓ P.eigenspace s) := by
    intro s t hst
    refine le_trans (Submodule.finrank_mono ?_) (Submodule.finrank_map_le g _)
    intro x hx
    obtain ⟨hxW, hx⟩ := Submodule.mem_inf.mp hx
    have hx' : P x = t • x := End.mem_eigenspace_iff.mp hx
    refine Submodule.mem_map.mpr ⟨g x, Submodule.mem_inf.mpr ⟨hgW x hxW, ?_⟩, gg x⟩
    exact End.mem_eigenspace_iff.mpr (by rw [Pg, hx', map_smul, hst, neg_smul, neg_neg])
  -- the projectors (1 ± P)/2 split `W` into the two sectors
  have hsup : (W ⊓ P.eigenspace 1) ⊔ (W ⊓ P.eigenspace (-1)) = W := by
    refine le_antisymm (sup_le inf_le_left inf_le_left) fun x hx => ?_
    refine Submodule.mem_sup.mpr ⟨(1 / 2 : ℂ) • (x + P x), Submodule.mem_inf.mpr ⟨?_, ?_⟩,
      (1 / 2 : ℂ) • (x - P x), Submodule.mem_inf.mpr ⟨?_, ?_⟩, by module⟩
    · exact W.smul_mem _ (W.add_mem hx (hPW x hx))
    · rw [End.mem_eigenspace_iff, map_smul, map_add, PP]
      module
    · exact W.smul_mem _ (W.sub_mem hx (hPW x hx))
    · rw [End.mem_eigenspace_iff, map_smul, map_sub, PP]
      module
  have hinf : (W ⊓ P.eigenspace 1) ⊓ (W ⊓ P.eigenspace (-1)) = ⊥ := by
    refine eq_bot_iff.mpr fun x hx => ?_
    obtain ⟨hp, hm⟩ := Submodule.mem_inf.mp hx
    have h1 := End.mem_eigenspace_iff.mp (Submodule.mem_inf.mp hp).2
    have h2 := End.mem_eigenspace_iff.mp (Submodule.mem_inf.mp hm).2
    have h3 : (2 : ℂ) • x = 0 := by linear_combination (norm := module) h2 - h1
    exact (Submodule.mem_bot ℂ).mpr ((smul_eq_zero.mp h3).resolve_left two_ne_zero)
  have h := Submodule.finrank_sup_add_finrank_inf_eq (W ⊓ P.eigenspace 1)
    (W ⊓ P.eigenspace (-1))
  rw [hsup, hinf, finrank_bot] at h
  have k1 := key 1 (-1) rfl
  have k2 := key (-1) 1 (by ring)
  omega
```

`finrank ℂ W` is $\dim W$, and `W ⊓ P.eigenspace 1` is the intersection $W_+=\{x\in W: Px=x\}$; write $W_-$ for the same with $Px=-x$. The statement: if $P^2=g^2=1$, $Pg=-gP$, and both $P$ and $g$ map the subspace $W$ into itself, then $\dim W=2\dim W_+$.

The argument has three steps, each a `have` in the proof. Any $x\in W$ can be written
$$x=\tfrac12(x+Px)+\tfrac12(x-Px),$$
and $P\,\tfrac12(x\pm Px)=\tfrac12(Px\pm x)=\pm\tfrac12(x\pm Px)$, so $W=W_++W_-$ (`hsup`). If $Px=x$ and $Px=-x$ then $2x=0$, so $W_+\cap W_-=0$ (`hinf`). Hence $\dim W=\dim W_++\dim W_-$. Finally, let $x\in W$ have $Px=tx$ with $t=-s$. Then $P(gx)=-gPx=s\,gx$, and $x=g(gx)$, so the sector with eigenvalue $t$ lies in the image under $g$ of the sector with eigenvalue $s$. A linear image has no larger dimension than its source, which gives the inequality `key`. Used with $s=1$ and with $s=-1$ it yields $\dim W_-=\dim W_+$, and `omega` does the arithmetic on the dimensions.

## One factor 2 for each pair

```lean
/-- A subspace preserved by at least `2m` members of a Majorana family has dimension
divisible by `2^m`. -/
theorem two_pow_dvd_finrank_of_invariant [FiniteDimensional ℂ V] {ι : Type*} {γ : ι → End ℂ V}
    (hγ : IsMajorana γ) (m : ℕ) (s : Finset ι) (hs : 2 * m ≤ s.card) (W : Submodule ℂ V)
    (hW : ∀ a ∈ s, ∀ x ∈ W, γ a x ∈ W) : 2 ^ m ∣ finrank ℂ W := by
  classical
  have hsq : ∀ a x, γ a (γ a x) = x := fun a x => LinearMap.congr_fun (hγ.sq a) x
  have han : ∀ a b, a ≠ b → ∀ x, γ a (γ b x) = -γ b (γ a x) :=
    fun a b h x => LinearMap.congr_fun (hγ.anti a b h) x
  induction m generalizing s W with
  | zero => simp
  | succ m ih =>
    obtain ⟨a, ha, b, hb, hab⟩ := Finset.one_lt_card.mp (by omega : 1 < s.card)
    have h1 := Finset.card_erase_of_mem ha
    have h2 := Finset.card_erase_of_mem (Finset.mem_erase.mpr ⟨hab.symm, hb⟩)
    -- halve `W` with the parity of the pair `a, b`
    rw [finrank_eq_two_mul (pairParity (γ a) (γ b)) (γ a)
      (LinearMap.ext fun x => by simp [pairParity, han b a hab.symm, hsq, smul_smul])
      (hγ.sq a) (LinearMap.ext fun x => by simp [pairParity, han b a hab.symm, hsq]) W
      (fun x hx => W.smul_mem _ (hW a ha _ (hW b hb x hx))) (hW a ha), pow_succ']
    refine Nat.mul_dvd_mul_left 2 (ih ((s.erase a).erase b) (by omega) _ ?_)
    -- the remaining operators commute with the parity and keep its `+1` sector
    intro c hc x hx
    obtain ⟨hcb, hc⟩ := Finset.mem_erase.mp hc
    obtain ⟨hca, hc⟩ := Finset.mem_erase.mp hc
    obtain ⟨hxW, hx⟩ := Submodule.mem_inf.mp hx
    have comm : pairParity (γ a) (γ b) (γ c x) = γ c (pairParity (γ a) (γ b) x) := by
      simp [pairParity, han b c hcb.symm, han a c hca.symm]
    refine Submodule.mem_inf.mpr ⟨hW c hc x hxW, End.mem_eigenspace_iff.mpr ?_⟩
    rw [comm, End.mem_eigenspace_iff.mp hx, map_smul]
```

Here `s` is a finite set of labels with at least $2m$ elements, `hW` says that $\gamma_aW\subseteq W$ for each $a\in s$, and `∣` means "divides". The conclusion is $2^m\mid\dim W$.

The proof is an induction on $m$, and `generalizing s W` lets the inductive hypothesis be applied to a smaller label set and a smaller subspace. For $m=0$ the divisor is 1. For $m+1$, pick $a\ne b$ in $s$ and set $P=i\gamma_a\gamma_b$. Then
$$P^2=-\gamma_a\gamma_b\gamma_a\gamma_b=\gamma_a^2\gamma_b^2=1,\qquad P\gamma_a=i\gamma_a\gamma_b\gamma_a=-i\gamma_b=-\gamma_aP,$$
and the previous theorem with $g=\gamma_a$ gives $\dim W=2\dim W_+$. A remaining operator $\gamma_c$ with $c\ne a,b$ picks up two minus signs in passing through $\gamma_a\gamma_b$, so $P\gamma_c=\gamma_cP$ (`comm`) and $\gamma_c$ preserves $W_+$. At least $2m$ labels are left in `(s.erase a).erase b`, so $2^m\mid\dim W_+$ and $2^{m+1}\mid\dim W$.

## Degeneracy of the levels of $H$

```lean
/-- If `2m` Majorana operators commute with `H`, every eigenspace of `H` has dimension
divisible by `2^m`. -/
theorem two_pow_dvd_finrank_eigenspace [FiniteDimensional ℂ V] {m : ℕ}
    {γ : Fin (2 * m) → End ℂ V} (hγ : IsMajorana γ) (H : End ℂ V)
    (hH : ∀ a, Commute H (γ a)) (E : ℂ) : 2 ^ m ∣ finrank ℂ (H.eigenspace E) := by
  refine two_pow_dvd_finrank_of_invariant hγ m Finset.univ (by simp) _ fun a _ x hx => ?_
  have comm : H (γ a x) = γ a (H x) := LinearMap.congr_fun (hH a).eq x
  rw [End.mem_eigenspace_iff, comm, End.mem_eigenspace_iff.mp hx, map_smul]
```

`Fin (2 * m)` is the label set $a=0,\dots,2m-1$, and `Commute H (γ a)` is $H\gamma_a=\gamma_aH$. Physically the $\gamma_a$ are exact zero modes: acting with one leaves the energy unchanged. For any linear $H$ and any complex $E$, the theorem says $2^m\mid\dim\ker(H-E)$. The proof is one line of algebra, $H\gamma_ax=\gamma_aHx=E\gamma_ax$ for $Hx=Ex$, which supplies the invariance that the induction needs. The space counted is that of true eigenvectors, also when $H$ is not diagonalisable. If $E$ is not an eigenvalue its dimension is 0 and the divisibility holds trivially.

```lean
/-- If `n` Majorana operators (`n` even or odd) commute with `H`, every eigenvalue of `H` has
an eigenspace of dimension at least `2^⌊n/2⌋`. -/
theorem two_pow_le_degeneracy [FiniteDimensional ℂ V] {n : ℕ} {γ : Fin n → End ℂ V}
    (hγ : IsMajorana γ) (H : End ℂ V) (hH : ∀ a, Commute H (γ a)) (E : ℂ)
    (hE : H.HasEigenvalue E) : 2 ^ (n / 2) ≤ finrank ℂ (H.eigenspace E) := by
  have hn : 2 * (n / 2) ≤ n := by omega
  have hγ' : IsMajorana fun a : Fin (2 * (n / 2)) => γ (Fin.castLE hn a) :=
    ⟨fun a => hγ.sq _, fun a b h => hγ.anti _ _ fun e => h (Fin.castLE_injective hn e)⟩
  refine Nat.le_of_dvd (Nat.pos_of_ne_zero fun h => ?_)
    (two_pow_dvd_finrank_eigenspace hγ' H (fun a => hH _) E)
  exact End.hasEigenvalue_iff.mp hE (Submodule.finrank_eq_zero.mp h)
```

Now there are $n$ operators, `n / 2` is the integer quotient $\lfloor n/2\rfloor$, and `hE` assumes that $E$ is an eigenvalue. Then $\dim\ker(H-E)\ge2^{\lfloor n/2\rfloor}$. The proof keeps the first $2\lfloor n/2\rfloor$ operators (`Fin.castLE hn a` views their labels as labels of the full family), applies the main theorem, and uses that a positive multiple of a number is at least that number.

In a finite lattice model of a superconductor with $n$ Majorana modes that commute exactly with $H$, this makes every many-body level at least $2^{\lfloor n/2\rfloor}$-fold degenerate, interacting or not. Approximate zero modes, for which $[H,\gamma_a]$ is small and the levels can split, are not treated. The count runs over all of $V$: in such a model each $\gamma_a$ changes the total fermion parity, so the theorem says nothing directly about a sector of fixed parity. The total parity operator itself squares to 1, commutes with $H$ and anticommutes with every $\gamma_a$, so it can be counted as one more member of the family; for odd $n$ this raises the bound to $2^{(n+1)/2}$.

## What fails without commutation, anticommutation or $\gamma_a^2=1$

These examples take $m=1$ and are quick to verify directly; they are not in the Lean file. Without commutation: on $\mathbb C^2$ let $\gamma_0=\sigma_x$, $\gamma_1=\sigma_y$, $H=i\gamma_0\gamma_1=-\sigma_z$. This $H$ commutes with the parity but anticommutes with each $\gamma_a$, and its levels $\pm1$ are non-degenerate. Without anticommutation: $\gamma_0=\gamma_1=1$ on $V=\mathbb C$ square to 1 and commute with $H=0$, whose eigenspace has dimension 1. Without $\gamma_a^2=1$: $\gamma_0=\gamma_1=0$ on $\mathbb C$ anticommute, with the same outcome.

## Adding one fermion mode

The rest constructs, for every $m$, a case with degeneracy exactly $2^m$.

```lean
/-- A Majorana family stays one when an operator is adjoined that squares to one and
anticommutes with all its members. -/
theorem IsMajorana.cons {n : ℕ} {γ : Fin n → End ℂ V} (h : IsMajorana γ) (c : End ℂ V)
    (hc : c * c = 1) (hc' : ∀ j, c * γ j = -(γ j * c)) : IsMajorana (Matrix.vecCons c γ) := by
  constructor
  · intro a
    refine Fin.cases ?_ (fun j => ?_) a
    · simpa using hc
    · simpa using h.sq j
  · intro a b
    refine Fin.cases ?_ (fun i => ?_) a <;> refine Fin.cases ?_ (fun j => ?_) b <;> intro hab
    · exact absurd rfl hab
    · simpa using hc' j
    · simp only [Matrix.cons_val_zero, Matrix.cons_val_succ]
      rw [hc' i, neg_neg]
    · simpa using h.anti i j fun e => hab (congrArg _ e)
```

`Matrix.vecCons c γ` places an operator `c` (here a general linear map, not the annihilation operator) at label 0 and shifts the old labels up by one. If `c` squares to 1 and anticommutes with every $\gamma_j$, the longer family is Majorana; the proof splits each label into "new" or "old" and checks the cases.

```lean
/-- First Majorana operator `c + c†` of an added mode, on pairs (empty, occupied). -/
def modeX (V : Type*) [AddCommGroup V] [Module ℂ V] : End ℂ (V × V) where
  toFun p := (p.2, p.1)
  map_add' _ _ := rfl
  map_smul' _ _ := rfl
```

A state of the enlarged system is a pair $(u,v)\in V\times V$, with $u$ the component in which the new mode is empty and $v$ the one in which it is occupied. With $c(u,v)=(v,0)$ and $c^\dagger(u,v)=(0,u)$, the sum $X=c+c^\dagger$ sends $(u,v)$ to $(v,u)$. Reading $V\times V$ as $\mathbb C^2\otimes V$, this is $\sigma_x\otimes1$.

```lean
/-- Second Majorana operator `i (c† - c)` of an added mode, on pairs (empty, occupied). -/
def modeY (V : Type*) [AddCommGroup V] [Module ℂ V] : End ℂ (V × V) where
  toFun p := ((-I) • p.2, I • p.1)
  map_add' p q := Prod.ext (smul_add (-I) p.2 q.2) (smul_add I p.1 q.1)
  map_smul' c p := Prod.ext (smul_comm (-I) c p.2) (smul_comm I c p.1)
```

Likewise $Y=i(c^\dagger-c)$ sends $(u,v)$ to $(-iv,iu)$, which is $\sigma_y\otimes1$.

```lean
/-- Occupation number of the added mode. -/
def occupation (V : Type*) [AddCommGroup V] [Module ℂ V] : End ℂ (V × V) :=
  LinearMap.prodMap 0 LinearMap.id
```

The occupation $N=c^\dagger c$ sends $(u,v)$ to $(0,v)$.

```lean
/-- An operator dressed with the Jordan-Wigner sign of the added mode. -/
def jwString (g : End ℂ V) : End ℂ (V × V) := LinearMap.prodMap g (-g)
```

The dressed operator sends $(u,v)$ to $(gu,-gv)$; it is $\sigma_z\otimes g$, with $\sigma_z=(-1)^N$ the sign attached to the new mode.

```lean
/-- The family after adding a mode: two new operators and the dressed old ones. -/
def addMode {n : ℕ} (γ : Fin n → End ℂ V) : Fin (n + 2) → End ℂ (V × V) :=
  Matrix.vecCons (modeX V) (Matrix.vecCons (modeY V) fun j => jwString (γ j))
```

The enlarged family has $X$ at label 0, $Y$ at label 1 and $\sigma_z\otimes\gamma_j$ at label $j+2$.

```lean
/-- Dressing with the Jordan-Wigner sign keeps the Majorana relations. -/
theorem IsMajorana.dress {ι : Type*} {γ : ι → End ℂ V} (h : IsMajorana γ) :
    IsMajorana fun j => jwString (γ j) := by
  constructor
  · intro a
    have e : ∀ x, γ a (γ a x) = x := fun x => LinearMap.congr_fun (h.sq a) x
    exact LinearMap.ext fun p => by simp [jwString, e]
  · intro a b hab
    have e : ∀ x, γ a (γ b x) = -γ b (γ a x) := fun x => LinearMap.congr_fun (h.anti a b hab) x
    exact LinearMap.ext fun p => by simp [jwString, e]
```

Since $(\sigma_z\otimes\gamma_a)(\sigma_z\otimes\gamma_b)=1\otimes\gamma_a\gamma_b$, the dressed operators inherit both relations. The proof evaluates each side on a pair `p`.

```lean
/-- Adding a mode turns `n` Majorana operators on `V` into `n + 2` on `V × V`. -/
theorem IsMajorana.add_mode {n : ℕ} {γ : Fin n → End ℂ V} (h : IsMajorana γ) :
    IsMajorana (addMode γ) := by
  refine IsMajorana.cons (IsMajorana.cons h.dress _ ?_ fun j => ?_) _ ?_ fun j => ?_
  · exact LinearMap.ext fun p => by simp [modeY, smul_smul]
  · exact LinearMap.ext fun p => by simp [modeY, jwString]
  · exact LinearMap.ext fun p => by simp [modeX]
  · refine Fin.cases ?_ (fun k => ?_) j
    · exact LinearMap.ext fun p => by simp [modeX, modeY]
    · exact LinearMap.ext fun p => by simp [modeX, jwString]
```

Two uses of `IsMajorana.cons` adjoin $Y$ and then $X$. The conditions checked, in order, are $Y^2=1$, $\{Y,\sigma_z\otimes\gamma_j\}=0$, $X^2=1$, $\{X,Y\}=0$ and $\{X,\sigma_z\otimes\gamma_k\}=0$, all consequences of the Pauli algebra. Without the sign, $1\otimes\gamma_j$ would commute with $X$ and $Y$.

## Jordan–Wigner operators and the exact value $2^m$

```lean
/-- Fock space of `m` fermion modes, built by adding one mode at a time. -/
def fock : ℕ → ModuleCat.{0} ℂ
  | 0 => ModuleCat.of ℂ ℂ
  | m + 1 => ModuleCat.of ℂ ((fock m).carrier × (fock m).carrier)
```

The spaces are $F_0=\mathbb C$ and $F_{m+1}=F_m\times F_m$. `ModuleCat` bundles a set with its vector-space structure so that the recursion can return both, and `.carrier` is the underlying set.

```lean
/-- The `2m` Jordan-Wigner operators on the Fock space of `m` modes. -/
def jordanWigner : (m : ℕ) → Fin (2 * m) → End ℂ (fock m).carrier
  | 0 => fun a => a.elim0
  | m + 1 => (addMode (n := 2 * m) (V := (fock m).carrier) (jordanWigner m) :)
```

$F_0$ carries the empty family and each step applies `addMode`. Unrolled, with the newest mode as leftmost factor and $k=0,\dots,m-1$, this is $\gamma_{2k}=\sigma_z^{\otimes k}\otimes\sigma_x\otimes1$ and $\gamma_{2k+1}=\sigma_z^{\otimes k}\otimes\sigma_y\otimes1$, the identity acting on the remaining factors.

```lean
/-- The Jordan-Wigner operators are a Majorana family on a space of dimension `2^m`. -/
theorem jordanWigner_spec (m : ℕ) : IsMajorana (jordanWigner m) ∧
    Module.Finite ℂ (fock m).carrier ∧ finrank ℂ (fock m).carrier = 2 ^ m := by
  induction m with
  | zero =>
    exact ⟨⟨fun a => a.elim0, fun a => a.elim0⟩, (inferInstance : Module.Finite ℂ ℂ),
      Module.finrank_self ℂ⟩
  | succ m ih =>
    obtain ⟨hM, hf, hd⟩ := ih
    refine ⟨hM.add_mode,
      (inferInstance : Module.Finite ℂ ((fock m).carrier × (fock m).carrier)), ?_⟩
    show finrank ℂ ((fock m).carrier × (fock m).carrier) = _
    rw [Module.finrank_prod, hd]
    ring
```

By induction the $2m$ operators are Majorana, $F_m$ is finite-dimensional, and $\dim F_{m+1}=\dim F_m+\dim F_m$ with $\dim F_0=1$ gives $\dim F_m=2^m$.

```lean
/-- With one mode added to `m` modes, the `2m` dressed Jordan-Wigner operators are a Majorana
family commuting with its occupation number, whose levels `0` and `1` have dimension `2^m`. -/
theorem majorana_degeneracy_witness (m : ℕ) :
    FiniteDimensional ℂ ((fock m).carrier × (fock m).carrier) ∧
    IsMajorana (fun a => jwString (jordanWigner m a)) ∧
    (∀ a, Commute (occupation (fock m).carrier) (jwString (jordanWigner m a))) ∧
    finrank ℂ ((occupation (fock m).carrier).eigenspace 0) = 2 ^ m ∧
    finrank ℂ ((occupation (fock m).carrier).eigenspace 1) = 2 ^ m := by
  obtain ⟨hM, hf, hd⟩ := jordanWigner_spec m
  refine ⟨inferInstance, hM.dress, fun a => ?_, ?_, ?_⟩
  · show _ * _ = _ * _
    exact LinearMap.ext fun p => by simp [occupation, jwString]
  · have e : (occupation (fock m).carrier).eigenspace 0 =
        LinearMap.range (LinearMap.inl ℂ (fock m).carrier (fock m).carrier) := by
      ext ⟨x, y⟩
      rw [End.mem_eigenspace_iff, LinearMap.range_inl, LinearMap.mem_ker]
      simp [occupation]
    rw [e]
    exact (LinearMap.finrank_range_of_inj LinearMap.inl_injective).trans hd
  · have e : (occupation (fock m).carrier).eigenspace 1 =
        LinearMap.range (LinearMap.inr ℂ (fock m).carrier (fock m).carrier) := by
      ext ⟨x, y⟩
      rw [End.mem_eigenspace_iff, LinearMap.range_inr, LinearMap.mem_ker]
      simp [occupation, eq_comm]
    rw [e]
    exact (LinearMap.finrank_range_of_inj LinearMap.inr_injective).trans hd

end

end MajoranaDegeneracy
```

Take $V=F_m\times F_m$, $H=N$ for the extra mode, and the $2m$ operators $\sigma_z\otimes\gamma_a$. The first three clauses are the assumptions of `two_pow_dvd_finrank_eigenspace`. Commutation holds because $N(\sigma_z\otimes\gamma_a)$ and $(\sigma_z\otimes\gamma_a)N$ both send $(u,v)$ to $(0,-\gamma_av)$. The eigenspace for 0 consists of the pairs $(u,0)$ and that for 1 of the pairs $(0,v)$; these are the images of $F_m$ under the injective maps `LinearMap.inl` and `LinearMap.inr`, so each has dimension $2^m$. With $2m$ operators, therefore, no divisor larger than $2^m$ holds in general, even for an $H$ with two distinct levels. At $m=0$ the example is $H=\mathrm{diag}(0,1)$ on $\mathbb C^2$ with two simple levels.

```lean
#print axioms MajoranaDegeneracy.two_pow_le_degeneracy
```

```
'MajoranaDegeneracy.two_pow_le_degeneracy' depends on axioms: [propext, Classical.choice, Quot.sound]
```
